# Boundedness and decay in a linear relation with one term suppressed by 1/G

A real quantity f depends on a real parameter G and obeys f(G) = A·x(G)/G − B·y(G) for every G > 0, where A and B are real constants and x is bounded on G ≥ 1. The lemma says that if y is also bounded on G ≥ 1, then so is f, and that if B ≠ 0 and f tends to zero as G → ∞, then y tends to zero too. In physical terms, the x term is suppressed at large G, so a vanishing f forces y to vanish; the statement takes the relation as given and involves no Hamiltonian or quantum state. The attempt first bounds |x(G)/G| by a constant over G, then uses the triangle inequality for the first claim and solves the relation for y to get the second.

This version doesn't compile in Lean 4 with Mathlib:

```lean
import Mathlib

open Filter Topology

namespace DampedRelation

noncomputable section

/-- If `f = A x/G - B y` for `G > 0`, with `x` and `y` bounded on `G ≥ 1`, then `f` is
bounded there; if `x` is bounded, `B ≠ 0` and `f` tends to zero, then so does `y`. -/
theorem damped_relation {f x y : ℝ → ℝ} {A B : ℝ}
    (hf : ∀ G, 0 < G → f G = A * (x G / G) - B * y G)
    (hx : ∃ K, ∀ G, 1 ≤ G → |x G| ≤ K) :
    ((∃ K, ∀ G, 1 ≤ G → |y G| ≤ K) → ∃ K, ∀ G, 1 ≤ G → |f G| ≤ K) ∧
      (B ≠ 0 → Tendsto f atTop (𝓝 0) → Tendsto y atTop (𝓝 0)) := by
  obtain ⟨X, hX⟩ := hx
  have hd : ∀ G, 1 ≤ G → |x G / G| ≤ X / G := fun G hG => by
    have hG0 : 0 < G := by linarith
    rw [abs_div, abs_of_pos hG0]
    exact div_le_div_of_nonneg_right (hX G hG) hG0.le
  constructor
  · rintro ⟨Y, hY⟩
    refine ⟨|A| * X + |B| * Y, fun G hG => ?_⟩
    have h1 : |x G / G| ≤ X :=
      (hd G hG).trans (div_le_self ((abs_nonneg _).trans (hX G hG)) hG)
    have h2 := hY G hG
    rw [hf G (by linarith)]
    calc |A * (x G / G) - B * y G| ≤ |A * (x G / G)| + |B * y G| := norm_sub_le _ _
      _ ≤ |A| * X + |B| * Y := by rw [abs_mul, abs_mul]; gcongr
  · intro hB h
    have h1 : Tendsto (fun G => x G / G) atTop (𝓝 0) := by
      refine squeeze_zero_norm' (a := fun G : ℝ => X / G) ?_
        (tendsto_const_nhds.div_atTop tendsto_id)
      filter_upwards [eventually_ge_atTop (1 : ℝ)] with G hG
      exact hd G hG
    have h2 := ((h1.const_mul A).sub h).const_mul B⁻¹
    rw [mul_zero, sub_zero, mul_zero] at h2
    refine h2.congr' ?_
    filter_upwards [eventually_gt_atTop (0 : ℝ)] with G hG
    rw [hf G hG, sub_sub_cancel, inv_mul_cancel_left₀ hB]

end

end DampedRelation
```

Messages:

```
Main.lean:28:68: error: Type mismatch
  norm_sub_le ?m.307 ?m.308
has type
  ‖?m.307 - ?m.308‖ ≤ ‖?m.307‖ + ‖?m.308‖
but is expected to have type
  |A * (x G / G) - B * y G| ≤ |A * (x G / G)| + |B * y G|
```

What went wrong. The single error is in the triangle inequality step of the first claim. `norm_sub_le` is stated for the norm `‖·‖`, while the `calc` step asks for absolute values `|·|`. On the real numbers the two are equal, so the mathematics is right, but Lean had to see this while both arguments of the lemma were still unknown, having been left as `_`. The message shows them as `?m.307` and `?m.308`: Lean did not match the norm of an undetermined difference with the given absolute value.

The repair writes out the two arguments, `A * (x G / G)` and `B * y G`, so that the inequality is a definite one about real numbers. `simpa only [Real.norm_eq_abs]` then rewrites each norm in it as an absolute value, which gives exactly the inequality the step requires. The bound itself and the rest of the proof are unchanged.

The repair, with which the file compiles:

```diff
@@ -26,5 +26,6 @@
     have h2 := hY G hG
     rw [hf G (by linarith)]
-    calc |A * (x G / G) - B * y G| ≤ |A * (x G / G)| + |B * y G| := norm_sub_le _ _
+    calc |A * (x G / G) - B * y G| ≤ |A * (x G / G)| + |B * y G| := by
+          simpa only [Real.norm_eq_abs] using norm_sub_le (A * (x G / G)) (B * y G)
       _ ≤ |A| * X + |B| * Y := by rw [abs_mul, abs_mul]; gcongr
   · intro hB h
```
